# A Gaussian line obeys detailed balance exactly when its variance is twice its mean times the thermal energy

## A line with the wrong temperature

Suppose that the centre and the width of a Gaussian recoil line are fitted independently. The ratio of its intensities at energy transfers $-w$ and $w$ then belongs to a temperature set by the fit, which need not be the temperature of the sample. If the centre is right and the width comes out 10% too large, the line describes a sample that is 21% too hot. A Gaussian centred at zero, such as the classical density correlation function gives for free particles, is symmetric in $w$ and fits no positive temperature at all.

The condition that prevents this is a single relation between centre, width and temperature.

## Energy gain and energy loss in equilibrium

Let $w$ be the energy that the probe transfers to the sample, and let $S(w)$ be the dynamical structure factor at a fixed momentum transfer. Units are such that $\hbar = k_B = 1$, so the temperature $T > 0$ is an energy. Detailed balance is the condition

$$S(-w) = e^{-w/T} S(w) \quad\text{for all real } w.$$

It stands for thermal occupation: a transition that gives up the energy $w$ starts from a state higher by $w$ than the reverse transition does, and the Boltzmann weight of that state is smaller by the factor $e^{-w/T}$. The reverse transition also has the opposite momentum transfer, so the condition at a fixed momentum transfer presupposes that the spectrum is the same for both directions, as it is in an isotropic sample. Here the condition is imposed on a spectrum and not derived from an equilibrium state.

The spectrum is the Gaussian line with mean $R$ and variance $v > 0$,

$$S(w) = \frac{1}{\sqrt{2\pi v}}\, e^{-(w-R)^2/(2v)}.$$

With $w = R + \sqrt{v}\,x$, its moments reduce to integrals over $e^{-x^2/2}/\sqrt{2\pi}$. The integral of this function is 1, its first moment vanishes by symmetry, and its second moment is 1 by partial integration. So $S$ has unit integral, mean $R$ and variance $v$.

**Claim.** For $v > 0$ and $T > 0$, the Gaussian line obeys detailed balance at temperature $T$ if and only if $v = 2RT$.

## Only a linear exponent survives

The prefactors cancel in the ratio of the two intensities, and so do the quadratic terms:

$$\frac{S(-w)}{S(w)} = \exp\frac{(w-R)^2 - (w+R)^2}{2v} = \exp\frac{-4Rw}{2v} = e^{-(2R/v)\,w}.$$

Detailed balance at a given $w$ asks that this equal $e^{-w/T}$. The real exponential is injective, so the condition is $2Rw/v = w/T$. For $w \neq 0$ we divide by $w$ and get $2R/v = 1/T$, which is $v = 2RT$. One nonzero energy transfer therefore fixes the relation, and the relation in turn gives balance at every nonzero $w$. At $w = 0$ both sides are $S(0)$.

The sign of $R$ was not assumed. Since $R = v/(2T)$ whenever detailed balance holds, the mean energy transfer is then positive.

## Recoil of the ideal Boltzmann gas

Let a free particle of mass $m$ take up the momentum $q > 0$, and let $u$ be its initial velocity component along the momentum transfer. Its kinetic energy changes by

$$w = \frac{(mu+q)^2 - (mu)^2}{2m} = \frac{q^2}{2m} + qu.$$

In a gas at temperature $T$, $u$ has the Maxwell density $\sqrt{m/(2\pi T)}\,e^{-mu^2/(2T)}$. Put $R = q^2/(2m)$. Then $u = (w-R)/q$ and $du = dw/q$, so the density of $w$ is

$$\frac1q\sqrt{\frac{m}{2\pi T}}\;\exp\left(-\frac{m(w-R)^2}{2Tq^2}\right) = \frac{1}{\sqrt{2\pi v}}\,e^{-(w-R)^2/(2v)}, \qquad v = \frac{q^2T}{m}.$$

Detailed balance at a temperature $T' > 0$ requires $v = 2RT'$, that is $q^2T/m = q^2T'/m$, and hence $T' = T$. For this non-interacting gas without quantum statistics, the recoil line can thus serve as a thermometer in a scattering experiment.

## How the Lean definitions encode the model

`gaussianLine R v w` is the explicit density above, with real arguments. `DetailedBalance S T` is a proposition about any function `S : ℝ → ℝ` and a number `T`; it contains the quantifier over all `w` and fixes the sign convention that positive `w` is energy given to the sample.

The main theorem, `detailedBalance_iff`, assumes `0 < v` and `0 < T`, and states that `DetailedBalance (gaussianLine R v) T` is equivalent to `v = 2 * R * T`. It has no hypothesis on `R`; positivity of the mean is the conclusion of `mean_pos_of_detailedBalance`.

`maxwell m T u` is the density of one velocity component. `idealGasS m q T w` evaluates it at the velocity belonging to `w` and multiplies by `q⁻¹`. The structure factor of the gas is thus defined through recoil kinematics and the change of variable, and not computed from a density correlation function. The theorem `idealGas_detailedBalance_iff` takes positive `m`, `q`, `T` and `T'`, and states that the gas at temperature `T` obeys detailed balance at `T'` exactly when `T' = T`.

The gas model leaves out interactions and quantum statistics, and the main theorem covers only Gaussian lines. For lines of other shapes, the relation between mean and variance can take a different form.

```lean
import Mathlib

open Real MeasureTheory ProbabilityTheory

namespace GaussianDetailedBalance

noncomputable section

/-- The Gaussian spectral line with mean `R` and variance `v`, as a function of the
energy transfer `w`; its domain is `v > 0`. -/
def gaussianLine (R v w : ℝ) : ℝ :=
  (√(2 * π * v))⁻¹ * Real.exp (-(w - R) ^ 2 / (2 * v))

/-- Detailed balance of a spectrum `S` at temperature `T ≠ 0`, in units with `ħ = k_B = 1`. -/
def DetailedBalance (S : ℝ → ℝ) (T : ℝ) : Prop :=
  ∀ w, S (-w) = Real.exp (-w / T) * S w

/-- The Maxwell distribution of one velocity component `u` for particles of mass `m`
at temperature `T`; its domain is `m > 0`, `T > 0`. -/
def maxwell (m T u : ℝ) : ℝ :=
  √(m / (2 * π * T)) * Real.exp (-(m * u ^ 2) / (2 * T))

/-- The dynamical structure factor of the ideal Boltzmann gas at momentum transfer `q`: the
density of the energy transfer `w = q² / (2m) + q u` for a Maxwell-distributed velocity `u`.
Its domain is `m, q, T > 0`. -/
def idealGasS (m q T w : ℝ) : ℝ :=
  q⁻¹ * maxwell m T ((w - q ^ 2 / (2 * m)) / q)

/-- The Gaussian line has unit integral, mean energy transfer `R` and variance `v`. -/
theorem gaussianLine_moments {R v : ℝ} (hv : 0 < v) :
    ∫ w, gaussianLine R v w = 1 ∧
    ∫ w, gaussianLine R v w * w = R ∧
    ∫ w, gaussianLine R v w * (w - R) ^ 2 = v := by
  lift v to NNReal using hv.le
  have hv' : v ≠ 0 := (NNReal.coe_pos.1 hv).ne'
  have e : ∀ w, gaussianLine R v w = gaussianPDFReal R v w := fun w => rfl
  refine ⟨?_, ?_, ?_⟩
  · simp only [e]
    exact integral_gaussianPDFReal_eq_one R hv'
  · have h := integral_id_gaussianReal (μ := R) (v := v)
    rw [integral_gaussianReal_eq_integral_smul hv'] at h
    simpa only [e, smul_eq_mul] using h
  · have h := variance_id_gaussianReal (μ := R) (v := v)
    rw [variance_eq_integral aemeasurable_id] at h
    simp only [id_eq, integral_id_gaussianReal] at h
    rw [integral_gaussianReal_eq_integral_smul hv'] at h
    simpa only [e, smul_eq_mul] using h

/-- The Gaussian line is strictly positive at every energy transfer. -/
theorem gaussianLine_pos {R v : ℝ} (hv : 0 < v) (w : ℝ) : 0 < gaussianLine R v w := by
  unfold gaussianLine
  positivity

/-- The ratio of the intensities at `-w` and `w` is exponential in `w`, with rate `2R / v`. -/
theorem gaussianLine_ratio {R v : ℝ} (hv : 0 < v) (w : ℝ) :
    gaussianLine R v (-w) / gaussianLine R v w = Real.exp (-(2 * R / v) * w) := by
  rw [div_eq_iff (gaussianLine_pos hv w).ne']
  unfold gaussianLine
  -- the quadratic terms of the two exponents agree, only a linear term is left
  have key : -(-w - R) ^ 2 / (2 * v) = -(2 * R / v) * w + -(w - R) ^ 2 / (2 * v) := by
    ring
  rw [key, Real.exp_add]
  ring

/-- At any single nonzero energy transfer `w`, the detailed-balance relation between the
intensities at `-w` and `w` holds if and only if `v = 2RT`. -/
theorem balance_at_iff {R v T w : ℝ} (hv : 0 < v) (hT : 0 < T) (hw : w ≠ 0) :
    gaussianLine R v (-w) = Real.exp (-w / T) * gaussianLine R v w ↔ v = 2 * R * T := by
  rw [← div_eq_iff (gaussianLine_pos hv w).ne', gaussianLine_ratio hv, Real.exp_eq_exp]
  constructor
  · intro h
    have h1 : 2 * R / v = 1 / T := mul_right_cancel₀ hw (by linear_combination -h)
    rw [div_eq_div_iff hv.ne' hT.ne'] at h1
    linarith
  · intro h
    have h1 : 2 * R / v = 1 / T := by
      rw [div_eq_div_iff hv.ne' hT.ne']
      linarith
    linear_combination (-w) * h1

/-- A Gaussian line with mean `R` and variance `v` obeys detailed balance at temperature `T`
if and only if `v = 2RT`. -/
theorem detailedBalance_iff {R v T : ℝ} (hv : 0 < v) (hT : 0 < T) :
    DetailedBalance (gaussianLine R v) T ↔ v = 2 * R * T := by
  constructor
  · intro h
    exact (balance_at_iff hv hT one_ne_zero).1 (h 1)
  · intro h w
    by_cases hw : w = 0
    · simp [hw]
    · exact (balance_at_iff hv hT hw).2 h

/-- A Gaussian line that obeys detailed balance at a positive temperature has a positive
mean energy transfer. -/
theorem mean_pos_of_detailedBalance {R v T : ℝ} (hv : 0 < v) (hT : 0 < T)
    (h : DetailedBalance (gaussianLine R v) T) : 0 < R := by
  have h1 := (detailedBalance_iff hv hT).1 h
  by_contra hR
  have h2 : 0 ≤ -R * T := mul_nonneg (by linarith) hT.le
  linarith

/-- The structure factor of the ideal Boltzmann gas is the Gaussian line with mean
`q² / (2m)` and variance `q² T / m`. -/
theorem idealGasS_eq {m q T : ℝ} (hq : 0 < q) :
    idealGasS m q T = gaussianLine (q ^ 2 / (2 * m)) (q ^ 2 * T / m) := by
  funext w
  unfold idealGasS maxwell gaussianLine
  have hexp : ∀ x : ℝ, -(m * (x / q) ^ 2) / (2 * T) = -x ^ 2 / (2 * (q ^ 2 * T / m)) := by
    intro x
    simp only [div_eq_mul_inv, mul_inv, inv_inv]
    ring
  -- the Jacobian `1 / q` turns the velocity width into the energy width
  have hpre : 2 * π * (q ^ 2 * T / m) = q ^ 2 * (m / (2 * π * T))⁻¹ := by
    rw [inv_div]
    ring
  rw [hexp, hpre, Real.sqrt_mul (sq_nonneg q), Real.sqrt_sq hq.le, Real.sqrt_inv,
    mul_inv, inv_inv]
  ring

/-- The structure factor of an ideal Boltzmann gas at temperature `T` obeys detailed balance
at temperature `T'` if and only if `T' = T`. -/
theorem idealGas_detailedBalance_iff {m q T T' : ℝ} (hm : 0 < m) (hq : 0 < q)
    (hT : 0 < T) (hT' : 0 < T') :
    DetailedBalance (idealGasS m q T) T' ↔ T' = T := by
  have hv : 0 < q ^ 2 * T / m := div_pos (mul_pos (pow_pos hq 2) hT) hm
  have hc : q ^ 2 / m ≠ 0 := by positivity
  rw [idealGasS_eq hq, detailedBalance_iff hv hT']
  constructor
  · intro h
    exact mul_left_cancel₀ hc (by linear_combination -h)
  · intro h
    rw [h]
    ring

end

end GaussianDetailedBalance
```

```lean
#print axioms GaussianDetailedBalance.gaussianLine_moments
-- 'GaussianDetailedBalance.gaussianLine_moments' depends on axioms: [propext, Classical.choice, Quot.sound]
#print axioms GaussianDetailedBalance.mean_pos_of_detailedBalance
-- 'GaussianDetailedBalance.mean_pos_of_detailedBalance' depends on axioms: [propext, Classical.choice, Quot.sound]
#print axioms GaussianDetailedBalance.idealGas_detailedBalance_iff
-- 'GaussianDetailedBalance.idealGas_detailedBalance_iff' depends on axioms: [propext, Classical.choice, Quot.sound]
```

## From the ratio to the equivalence

`gaussianLine_moments` confirms that `R` and `v` deserve their names. Mathlib's Gaussian density takes its variance as a nonnegative real, so `lift` first converts `v`; the two densities then agree by definition. The normalisation is a library theorem. The mean and the variance are known for the Gaussian measure, and `integral_gaussianReal_eq_integral_smul` turns them into integrals against the density.

`gaussianLine_pos` provides the positivity that permits division by $S(w)$. In `gaussianLine_ratio`, `div_eq_iff` moves the denominator to the other side, and the identity `key` is the cancellation of the quadratic terms. `Real.exp_add` then splits the exponential into the ratio and the original line.

`balance_at_iff` holds the main argument, for one `w ≠ 0`. Its first line rewrites the balance relation as a statement about the ratio, inserts the exponential found before, and uses injectivity through `Real.exp_eq_exp`. In the forward direction `mul_right_cancel₀` cancels `w`, which leaves `2 * R / v = 1 / T`, and `div_eq_div_iff` clears the denominators. The backward direction derives the same equation from `v = 2 * R * T` and multiplies it by `-w`.

`detailedBalance_iff` passes to all energy transfers. Forward, it evaluates detailed balance at `w = 1`, which is enough. Backward, it treats `w = 0` separately by `simp` and uses `balance_at_iff` everywhere else. `mean_pos_of_detailedBalance` argues by contradiction: if `R` were not positive, $2RT$ could not equal the positive number $v$.

## Matching the gas to the Gaussian line

`idealGasS_eq` proves an equality of functions, which `funext` reduces to a single `w`. The auxiliary statement `hexp` matches the exponents, with `x` standing for $w - R$. The statement `hpre` writes $2\pi v$ as $q^2$ times the inverse of $m/(2\pi T)$. The inverse square root in the prefactor of the Gaussian line then produces the factor $1/q$, where `hq` ensures that $\sqrt{q^2} = q$.

`idealGas_detailedBalance_iff` substitutes this Gaussian form and applies the main equivalence with `T'` as the temperature. What is left is $q^2T/m = 2\,\frac{q^2}{2m}\,T'$. The nonzero factor $q^2/m$, supplied by `hc`, is cancelled to give `T' = T`, and the converse follows by substitution.
